# Bloch weights from plane-wave coefficients on a finite ring

A supercell has N = L·M sites on a ring: L primitive cells of M sites each. A state ψ gives each site x a complex number, and its squared norm is Σ_x |ψ(x)|², with no normalisation assumed. Wave numbers q run over 0, …, N−1, and k is an integer labelling the crystal momentum.

In Lean 4 with Mathlib:

```lean
import Mathlib

open Complex Finset
open scoped Real ComplexConjugate

namespace PlaneWaveUnfolding

noncomputable section
```

This loads Mathlib and its notation for π, finite sums and complex conjugation.

```lean
/-- The plane-wave coefficient of `ψ` at wave number `q` on a ring of `N` sites. -/
def planeCoeff {N : ℕ} [NeZero N] (ψ : ZMod N → ℂ) (q : ZMod N) : ℂ :=
  ∑ x : ZMod N, Complex.exp (-(2 * π * I * (q.val : ℂ) * (x.val : ℂ) / N)) * ψ x
```

`ZMod N` is the integers modulo N, so periodic boundary conditions are built in; `q.val` is the representative between 0 and N−1. `NeZero N` says that the ring has at least one site. The definition reads

ψ̂(q) = Σ_x exp(−2πi q x/N) ψ(x),

with no prefactor.

```lean
/-- The Bloch component of `ψ` with crystal momentum `k`: the phase-weighted average of `ψ` over
translations by `0, …, L - 1` primitive cells of `M` sites. -/
def blochPart {N : ℕ} (L M : ℕ) (k : ℤ) (ψ : ZMod N → ℂ) (x : ZMod N) : ℂ :=
  (1 / (L : ℂ)) * ∑ n ∈ range L,
    Complex.exp (-(2 * π * I * (k : ℂ) * (n : ℂ) / L)) * ψ (x + (n : ZMod N) * (M : ZMod N))
```

The Bloch component is

(P_k ψ)(x) = (1/L) Σ_{n<L} exp(−2πi k n/L) ψ(x + nM).

`range L` means n = 0, …, L−1.

```lean
variable {N L M : ℕ} [NeZero N]

private lemma factors_ne (hN : N = L * M) : (L : ℂ) ≠ 0 ∧ (M : ℂ) ≠ 0 := by
  have h : L * M ≠ 0 := hN ▸ NeZero.ne N
  exact ⟨Nat.cast_ne_zero.2 (left_ne_zero_of_mul h),
    Nat.cast_ne_zero.2 (right_ne_zero_of_mul h)⟩
```

Since N is nonzero, the hypothesis `hN : N = L * M` makes L and M nonzero, which permits the later divisions.

```lean
private lemma planeCoeff_eq (ψ : ZMod N → ℂ) (q : ZMod N) :
    planeCoeff ψ q = ∑ x : ZMod N, ZMod.stdAddChar (-(q * x)) * ψ x := by
  unfold planeCoeff
  refine sum_congr rfl fun x _ => ?_
  have hc : ((-((q.val : ℤ) * (x.val : ℤ)) : ℤ) : ZMod N) = -(q * x) := by
    rw [Int.cast_neg, Int.cast_mul, Int.cast_natCast, Int.cast_natCast,
      ZMod.natCast_zmod_val, ZMod.natCast_zmod_val]
  rw [← hc, ZMod.stdAddChar_coe]
  congr 2
  push_cast
  ring
```

`ZMod.stdAddChar` is the function a ↦ exp(2πi a/N) on the ring. Rewriting ψ̂ with it lets phases be combined without tracking representatives.

## How cell translations select wave numbers

```lean
/-- Translating a state by `n` primitive cells multiplies its plane-wave coefficient at `q`
by the phase `exp (2πi q n / L)`. -/
theorem planeCoeff_translate (hN : N = L * M) (ψ : ZMod N → ℂ) (q : ZMod N) (n : ℕ) :
    planeCoeff (fun x => ψ (x + (n : ZMod N) * (M : ZMod N))) q
      = Complex.exp (2 * π * I * (q.val : ℂ) * (n : ℂ) / L) * planeCoeff ψ q := by
  obtain ⟨hL, hM⟩ := factors_ne hN
  have hNc : (N : ℂ) = L * M := by rw [hN]; push_cast; rfl
  have hc : (((q.val : ℤ) * ((n : ℤ) * (M : ℤ)) : ℤ) : ZMod N)
      = q * ((n : ZMod N) * (M : ZMod N)) := by
    rw [Int.cast_mul, Int.cast_mul, Int.cast_natCast, Int.cast_natCast, Int.cast_natCast,
      ZMod.natCast_zmod_val]
  have hphase : Complex.exp (2 * π * I * (q.val : ℂ) * (n : ℂ) / L)
      = ZMod.stdAddChar (q * ((n : ZMod N) * (M : ZMod N))) := by
    rw [← hc, ZMod.stdAddChar_coe, hNc]
    congr 1
    push_cast
    field_simp
  rw [hphase, planeCoeff_eq, planeCoeff_eq, mul_sum]
  -- relabel the sites by the translation
  refine Fintype.sum_equiv (Equiv.addRight ((n : ZMod N) * (M : ZMod N))) _ _ fun x => ?_
  rw [Equiv.coe_addRight, ← mul_assoc, ← AddChar.map_add_eq_mul]
  congr 2
  ring
```

Put y = x + nM. Then

Σ_x exp(−2πi q x/N) ψ(x + nM) = exp(2πi q nM/N) Σ_y exp(−2πi q y/N) ψ(y),

and M/N = 1/L gives the stated phase. `Fintype.sum_equiv` performs the relabelling.

```lean
/-- The phases `exp (2πi m n / L)` of `L` successive cells add up to `L` if `L` divides `m`,
and cancel otherwise. -/
theorem cell_phase_sum (hL : (L : ℂ) ≠ 0) (m : ℤ) :
    ∑ n ∈ range L, Complex.exp (2 * π * I * (m : ℂ) * (n : ℂ) / L)
      = if (L : ℤ) ∣ m then (L : ℂ) else 0 := by
  have hpow : ∀ n : ℕ, Complex.exp (2 * π * I * (m : ℂ) * (n : ℂ) / L)
      = Complex.exp (2 * π * I * (m : ℂ) / L) ^ n := by
    intro n
    rw [← Complex.exp_nat_mul]
    congr 1
    ring
  rw [sum_congr rfl (fun n _ => hpow n)]
  split_ifs with h
  · obtain ⟨c, hc⟩ := h
    have hw : Complex.exp (2 * π * I * (m : ℂ) / L) = 1 :=
      Complex.exp_eq_one_iff.2 ⟨c, by rw [hc]; push_cast; field_simp⟩
    simp [hw]
  · have hw : Complex.exp (2 * π * I * (m : ℂ) / L) ≠ 1 := by
      intro hw
      obtain ⟨c, hc⟩ := Complex.exp_eq_one_iff.1 hw
      rw [div_eq_iff hL] at hc
      have hm : (m : ℂ) = L * c := by
        apply mul_left_cancel₀ Complex.two_pi_I_ne_zero
        linear_combination hc
      exact h ⟨c, by exact_mod_cast hm⟩
    have h1 : Complex.exp (2 * π * I * (m : ℂ) * (L : ℂ) / L) = 1 :=
      Complex.exp_eq_one_iff.2 ⟨m, by rw [mul_div_cancel_right₀ _ hL]; ring⟩
    rw [geom_sum_eq hw, ← hpow L, h1, sub_self, zero_div]
```

Let w = exp(2πi m/L). If L divides m, then w = 1 and the sum is L. Otherwise w ≠ 1 but w^L = 1, so

Σ_{n<L} w^n = (w^L − 1)/(w − 1) = 0.

`split_ifs` separates these two cases.

```lean
/-- The Bloch component with crystal momentum `k` keeps the plane-wave coefficients with
`q ≡ k` modulo `L` and has no others. -/
theorem planeCoeff_blochPart (hN : N = L * M) (k : ℤ) (ψ : ZMod N → ℂ) (q : ZMod N) :
    planeCoeff (blochPart L M k ψ) q
      = if (q.val : ℤ) ≡ k [ZMOD (L : ℤ)] then planeCoeff ψ q else 0 := by
  obtain ⟨hL, -⟩ := factors_ne hN
  have hstep : planeCoeff (blochPart L M k ψ) q = (1 / (L : ℂ)) * ∑ n ∈ range L,
      Complex.exp (-(2 * π * I * (k : ℂ) * (n : ℂ) / L))
        * planeCoeff (fun x => ψ (x + (n : ZMod N) * (M : ZMod N))) q := by
    simp only [planeCoeff, blochPart, mul_sum]
    rw [sum_comm]
    exact sum_congr rfl fun n _ => sum_congr rfl fun x _ => by ring
  have hph : ∀ n : ℕ, Complex.exp (-(2 * π * I * (k : ℂ) * (n : ℂ) / L))
        * planeCoeff (fun x => ψ (x + (n : ZMod N) * (M : ZMod N))) q
      = Complex.exp (2 * π * I * (((q.val : ℤ) - k : ℤ) : ℂ) * (n : ℂ) / L)
        * planeCoeff ψ q := by
    intro n
    rw [planeCoeff_translate hN, ← mul_assoc, ← Complex.exp_add]
    congr 2
    push_cast
    ring
  -- the average over cells is now a sum of roots of unity
  rw [hstep, sum_congr rfl (fun n _ => hph n), ← sum_mul, cell_phase_sum hL]
  by_cases h : (q.val : ℤ) ≡ k [ZMOD (L : ℤ)]
  · rw [if_pos (Int.modEq_iff_dvd.1 h.symm), if_pos h, ← mul_assoc, one_div,
      inv_mul_cancel₀ hL, one_mul]
  · rw [if_neg (fun hd => h (Int.modEq_iff_dvd.2 hd).symm), if_neg h, zero_mul, mul_zero]
```

By linearity and the translation rule, the coefficient of P_k ψ at q is

ψ̂(q) · (1/L) Σ_{n<L} exp(2πi (q−k) n/L).

The phase sum makes this ψ̂(q) if q ≡ k modulo L, and 0 otherwise. In the proof, `hstep` is the linearity and `hph` merges the two phases.

## Norms and unfolded weights

```lean
/-- Parseval's identity on the ring: the squared norm of a state is `1/N` times the sum of its
plane-wave coefficients' squared moduli. -/
theorem parseval (ψ : ZMod N → ℂ) :
    ∑ x, ‖ψ x‖ ^ 2 = (1 / (N : ℝ)) * ∑ q, ‖planeCoeff ψ q‖ ^ 2 := by
  have hN0 : (N : ℝ) ≠ 0 := Nat.cast_ne_zero.2 (NeZero.ne N)
  have horth : ∀ b : ZMod N, ∑ q : ZMod N, (ZMod.stdAddChar (q * b) : ℂ)
      = if b = 0 then (N : ℂ) else 0 := by
    intro b
    have h := AddChar.sum_mulShift b (ZMod.isPrimitive_stdAddChar N)
    rw [ZMod.card] at h
    simpa using h
  have hsq : ∀ z : ℂ, z * conj z = ((‖z‖ ^ 2 : ℝ) : ℂ) := fun z => by
    rw [Complex.mul_conj, Complex.normSq_eq_norm_sq]
  have key : ∑ q, planeCoeff ψ q * conj (planeCoeff ψ q) = N * ∑ x, ψ x * conj (ψ x) := by
    simp only [planeCoeff_eq, map_sum, map_mul, sum_mul_sum]
    rw [sum_comm, mul_sum]
    refine sum_congr rfl fun x _ => ?_
    rw [sum_comm]
    -- summing over wave numbers leaves only coinciding sites
    have hy : ∀ y : ZMod N, ∑ q : ZMod N, ZMod.stdAddChar (-(q * x)) * ψ x
        * (conj (ZMod.stdAddChar (-(q * y)) : ℂ) * conj (ψ y))
        = if y = x then (N : ℂ) * (ψ x * conj (ψ y)) else 0 := by
      intro y
      have hq : ∀ q : ZMod N, ZMod.stdAddChar (-(q * x)) * ψ x
          * (conj (ZMod.stdAddChar (-(q * y)) : ℂ) * conj (ψ y))
          = ZMod.stdAddChar (q * (y - x)) * (ψ x * conj (ψ y)) := by
        intro q
        have he : q * (y - x) = -(q * x) + -(-(q * y)) := by ring
        rw [← AddChar.map_neg_eq_conj, he, AddChar.map_add_eq_mul]
        ring
      rw [sum_congr rfl (fun q _ => hq q), ← sum_mul, horth]
      simp only [sub_eq_zero, ite_mul, zero_mul]
    rw [sum_congr rfl (fun y _ => hy y)]
    simp
  simp only [hsq] at key
  have hreal : ∑ q, ‖planeCoeff ψ q‖ ^ 2 = N * ∑ x, ‖ψ x‖ ^ 2 := by exact_mod_cast key
  rw [hreal, ← mul_assoc, one_div, inv_mul_cancel₀ hN0, one_mul]
```

Expand the square and sum over q first:

Σ_q |ψ̂(q)|² = Σ_x Σ_y ψ(x) ψ(y)* Σ_q exp(2πi q(y−x)/N).

The inner sum is N for y = x and 0 otherwise (`horth`), leaving N Σ_x |ψ(x)|². Dividing by N gives Parseval's identity.

```lean
/-- Unfolding formula: the squared norm of the Bloch component with crystal momentum `k` is
`1/N` times the sum of `|ψ̂(q)|²` over the wave numbers `q ≡ k` modulo `L`. -/
theorem unfolding_weight (hN : N = L * M) (k : ℤ) (ψ : ZMod N → ℂ) :
    ∑ x, ‖blochPart L M k ψ x‖ ^ 2
      = (1 / (N : ℝ)) * ∑ q : ZMod N with ((q.val : ℤ) ≡ k [ZMOD (L : ℤ)]),
          ‖planeCoeff ψ q‖ ^ 2 := by
  rw [parseval, sum_filter]
  congr 1
  refine sum_congr rfl fun q _ => ?_
  rw [planeCoeff_blochPart hN]
  split_ifs <;> simp
```

This is the unfolding formula:

Σ_x |(P_k ψ)(x)|² = (1/N) Σ_{q ≡ k mod L} |ψ̂(q)|².

The word `with` restricts the sum to the chosen q. The proof applies Parseval to P_k ψ, then inserts the selection rule.

For a normalised ψ, this is the weight at crystal momentum k used in unfolding supercell bands, here for a single state on a finite one-dimensional grid that is periodic over the supercell, so that its supercell wave vector is zero. No Hamiltonian or energy enters.

The modulus is easily confused: it is L, the number of cells, and not M, the number of sites per cell. Each k collects M wave numbers, spaced by L. For M = 1 each class contains a single q, as it should.

Defining ψ̂ with a factor 1/√N would have made the transform unitary. The prefactor 1/N would then vanish from Parseval's identity and from the unfolding formula, while the selection rule would stay the same.

```lean
/-- The unfolded weights of the `L` crystal momenta add up to the squared norm of the state. -/
theorem unfolding_sum_rule (hN : N = L * M) (ψ : ZMod N → ℂ) :
    ∑ k ∈ range L, ∑ x, ‖blochPart L M (k : ℤ) ψ x‖ ^ 2 = ∑ x, ‖ψ x‖ ^ 2 := by
  have hL : 0 < L := Nat.pos_of_ne_zero (Nat.cast_ne_zero.1 (factors_ne hN).1)
  simp only [unfolding_weight hN, sum_filter]
  rw [← mul_sum, sum_comm, parseval ψ]
  congr 1
  refine sum_congr rfl fun q _ => ?_
  -- each wave number belongs to exactly one crystal momentum
  rw [sum_eq_single (q.val % L)]
  · exact if_pos (Int.natCast_modEq_iff.2 (Nat.mod_modEq _ _).symm)
  · intro k hk hne
    refine if_neg fun h => hne ?_
    have h' : q.val % L = k % L := Int.natCast_modEq_iff.1 h
    rw [h', Nat.mod_eq_of_lt (mem_range.1 hk)]
  · intro h
    exact absurd (mem_range.2 (Nat.mod_lt _ hL)) h
```

Summing the weights over k = 0, …, L−1 counts every q once, because q has exactly one remainder modulo L. `sum_eq_single` picks out that remainder, `q.val % L`, and Parseval gives the squared norm of ψ.

## The Bloch condition

```lean
/-- The component `blochPart L M k ψ` obeys the Bloch condition: translation by one primitive
cell multiplies it by `exp (2πi k / L)`. -/
theorem blochPart_translate (hN : N = L * M) (k : ℤ) (ψ : ZMod N → ℂ) (x : ZMod N) :
    blochPart L M k ψ (x + (M : ZMod N))
      = Complex.exp (2 * π * I * (k : ℂ) / L) * blochPart L M k ψ x := by
  obtain ⟨hL, -⟩ := factors_ne hN
  let f : ℕ → ℂ := fun n => Complex.exp (-(2 * π * I * (k : ℂ) * (n : ℂ) / L))
    * ψ (x + (n : ZMod N) * (M : ZMod N))
  have hLM : (L : ZMod N) * (M : ZMod N) = 0 := by
    rw [← Nat.cast_mul, ← hN, ZMod.natCast_self]
  have h1 : Complex.exp (-(2 * π * I * (k : ℂ) * (L : ℂ) / L)) = 1 :=
    Complex.exp_eq_one_iff.2 ⟨-k, by rw [mul_div_cancel_right₀ _ hL]; push_cast; ring⟩
  -- after `L` cells the ring closes
  have hends : f L = f 0 := by
    simp only [f]
    rw [h1, hLM]
    simp
  have hshift : ∑ n ∈ range L, f (n + 1) = ∑ n ∈ range L, f n := by
    have h := (sum_range_succ' f L).symm.trans (sum_range_succ f L)
    rw [hends] at h
    exact add_right_cancel h
  have hterm : ∀ n : ℕ, Complex.exp (-(2 * π * I * (k : ℂ) * (n : ℂ) / L))
      * ψ (x + (M : ZMod N) + (n : ZMod N) * (M : ZMod N))
      = Complex.exp (2 * π * I * (k : ℂ) / L) * f (n + 1) := by
    intro n
    simp only [f]
    rw [← mul_assoc, ← Complex.exp_add]
    congr 2
    · push_cast
      ring
    · push_cast
      ring
  unfold blochPart
  rw [sum_congr rfl (fun n _ => hterm n), ← mul_sum, hshift]
  simp only [f]
  ring
```

Write f(n) = exp(−2πi k n/L) ψ(x + nM). Then

(P_k ψ)(x + M) = exp(2πi k/L) · (1/L) Σ_{n<L} f(n+1).

Since LM = N is zero on the ring and exp(−2πi k) = 1, f(L) = f(0). The shifted sum therefore equals the original one (`hshift`), and the right-hand side is exp(2πi k/L) (P_k ψ)(x).

```lean
/-- A state equals its own Bloch component with crystal momentum `k` exactly when translation
by one primitive cell multiplies it by `exp (2πi k / L)`. -/
theorem blochPart_eq_self_iff (hN : N = L * M) (k : ℤ) (ψ : ZMod N → ℂ) :
    blochPart L M k ψ = ψ ↔
      ∀ x, ψ (x + (M : ZMod N)) = Complex.exp (2 * π * I * (k : ℂ) / L) * ψ x := by
  obtain ⟨hL, -⟩ := factors_ne hN
  constructor
  · intro h x
    have hx := blochPart_translate hN k ψ x
    rwa [h] at hx
  · intro h
    funext x
    have hn : ∀ n : ℕ, Complex.exp (-(2 * π * I * (k : ℂ) * (n : ℂ) / L))
        * ψ (x + (n : ZMod N) * (M : ZMod N)) = ψ x := by
      intro n
      induction n with
      | zero => simp
      | succ n ih =>
        have hs : x + ((n + 1 : ℕ) : ZMod N) * (M : ZMod N)
            = x + (n : ZMod N) * (M : ZMod N) + (M : ZMod N) := by
          push_cast
          ring
        rw [hs, h, ← mul_assoc, ← Complex.exp_add]
        refine Eq.trans ?_ ih
        congr 2
        push_cast
        ring
    unfold blochPart
    rw [sum_congr rfl (fun n _ => hn n), sum_const, card_range, nsmul_eq_mul, ← mul_assoc,
      one_div, inv_mul_cancel₀ hL, one_mul]

end

end PlaneWaveUnfolding
```

The symbol `↔` means "if and only if". If P_k ψ = ψ, the preceding theorem gives the Bloch condition for ψ. Conversely, applying that condition n times gives

ψ(x + nM) = exp(2πi k n/L) ψ(x).

Each term in the average is then ψ(x), and the average of L equal terms is ψ(x). The `induction` block carries out the repeated translation.

```lean
#print axioms PlaneWaveUnfolding.planeCoeff_blochPart
#print axioms PlaneWaveUnfolding.unfolding_sum_rule
#print axioms PlaneWaveUnfolding.blochPart_eq_self_iff
```

```
'PlaneWaveUnfolding.planeCoeff_blochPart' depends on axioms: [propext, Classical.choice, Quot.sound]
'PlaneWaveUnfolding.unfolding_sum_rule' depends on axioms: [propext, Classical.choice, Quot.sound]
'PlaneWaveUnfolding.blochPart_eq_self_iff' depends on axioms: [propext, Classical.choice, Quot.sound]
```
